# Boson amplitudes of two linear networks compose by a sum over intermediate Fock states

When non-interacting bosons pass through two linear, number-conserving networks with finitely many modes, such as photons in two lossless interferometers in sequence, a simulation can compute the matrix of many-boson transition amplitudes of each network and multiply the two. The product is the matrix of amplitudes of the combined network, provided that the intermediate sum runs over every Fock state with the given particle number. The amplitudes are normalised permanents, so this step rests on a formula for the permanent of a matrix product, the permanent version of the Cauchy-Binet formula.

Let $n$ be a finite set of particle labels, with $N=|n|$, and $m$ a finite set of modes. Either set may be empty. The first results hold for matrices with entries in any commutative ring $R$.

```lean
import Mathlib

open Matrix Equiv
open scoped Nat

namespace BosonComposition

noncomputable section

variable {n m R : Type*} [Fintype n] [DecidableEq n] [Fintype m] [DecidableEq m] [CommRing R]
```

## Relabelling identical particles

The permanent of a square matrix $M$ indexed by the particles is

$$\operatorname{perm}M=\sum_{\rho}\prod_{j\in n}M_{\rho(j),j},$$

where $\rho$ runs over the permutations of $n$. Relabel the rows by a permutation $\sigma$ and the columns by a permutation $\tau$. With $k=\tau(j)$,

$$\sum_\rho\prod_j M_{\sigma(\rho(j)),\tau(j)}
=\sum_\rho\prod_k M_{(\sigma\rho\tau^{-1})(k),k}
=\operatorname{perm}M,$$

because $\sigma\rho\tau^{-1}$ runs over all permutations when $\rho$ does.

```lean
/-- Relabelling the outgoing and the incoming bosons leaves the permanent unchanged. -/
theorem permanent_relabel (M : Matrix n n R) (σ τ : Perm n) :
    (M.submatrix σ τ).permanent = M.permanent := by
  unfold Matrix.permanent
  refine Fintype.sum_equiv ((Equiv.mulLeft σ).trans (Equiv.mulRight τ⁻¹)) _ _ fun ρ => ?_
  change _ = ∏ j, M ((σ * ρ * τ⁻¹) j) j
  refine Eq.trans ?_ (Equiv.prod_comp τ (fun j => M ((σ * ρ * τ⁻¹) j) j))
  simp
```

In Lean, `M.submatrix σ τ` is the matrix with entries $M_{\sigma(i),\tau(j)}$. `Fintype.sum_equiv` makes the substitution in the sum over $\rho$, and `Equiv.prod_comp` the one in the product.

## Paths through the intermediate modes

Let $A$ have rows in $n$ and columns in $m$, and let $B$ have rows in $m$ and columns in $n$. A map $f:n\to m$ sends each particle through one intermediate mode. Write $A_{\cdot,f}$ for the square matrix with entries $A_{i,f(j)}$, and $B_{f,\cdot}$ for the one with entries $B_{f(i),j}$. Expanding the product of sums gives

$$\operatorname{perm}(AB)=\sum_\rho\prod_i\sum_{k\in m}A_{\rho(i),k}B_{k,i}
=\sum_f\Big(\sum_\rho\prod_i A_{\rho(i),f(i)}\Big)\prod_i B_{f(i),i}.$$

The bracket is $\operatorname{perm}(A_{\cdot,f})$.

```lean
omit [DecidableEq m] in
/-- The permanent of a product is a sum over the intermediate modes `f i` through which
the particles `i` pass. -/
theorem permanent_mul_paths (A : Matrix n m R) (B : Matrix m n R) :
    (A * B).permanent = ∑ f : n → m, (A.submatrix id f).permanent * ∏ i, B (f i) i := by
  simp only [Matrix.permanent, Matrix.mul_apply, Matrix.submatrix_apply, id_eq,
    Finset.prod_univ_sum, Fintype.piFinset_univ, Finset.prod_mul_distrib, Finset.sum_mul]
  exact Finset.sum_comm
```

The expansion is `Finset.prod_univ_sum`, and `Finset.sum_comm` exchanges the sums over $\rho$ and $f$.

The second stage still appears as a single product and not as a permanent. To symmetrise it, replace $f$ by $f\circ\sigma$ for a fixed permutation $\sigma$. This only renames the summation variable, and it leaves the permanent of $A_{\cdot,f}$ unchanged, so

$$\operatorname{perm}(AB)=\sum_f\operatorname{perm}(A_{\cdot,f})\prod_i B_{f(\sigma(i)),i}.$$

Summing over all $N!$ permutations $\sigma$ turns the last product into $\operatorname{perm}(B_{f,\cdot})$:

$$N!\,\operatorname{perm}(AB)=\sum_{f:n\to m}\operatorname{perm}(A_{\cdot,f})\operatorname{perm}(B_{f,\cdot}).$$

```lean
omit [DecidableEq m] in
/-- Cauchy-Binet formula for permanents: the number of particles factorial times `perm (A * B)`
is the sum, over all assignments of particles to intermediate modes, of the products of
the permanents of the two stages. -/
theorem factorial_mul_permanent_mul (A : Matrix n m R) (B : Matrix m n R) :
    ((Fintype.card n)! : R) * (A * B).permanent =
      ∑ f : n → m, (A.submatrix id f).permanent * (B.submatrix f id).permanent := by
  -- each relabelling of the particles contributes the same sum over paths
  have key : ∀ σ : Perm n, ∑ f : n → m,
      (A.submatrix id f).permanent * ∏ i, B (f (σ i)) i = (A * B).permanent := by
    intro σ
    rw [permanent_mul_paths]
    refine Fintype.sum_equiv (σ.symm.arrowCongr (Equiv.refl m)) _ _ fun f => ?_
    change _ = (A.submatrix id (f ∘ σ)).permanent * ∏ i, B (f (σ i)) i
    rw [← permanent_relabel (A.submatrix id f) (Equiv.refl n) σ]
    rfl
  calc ((Fintype.card n)! : R) * (A * B).permanent
      = ∑ _σ : Perm n, (A * B).permanent := by
        rw [Finset.sum_const, Finset.card_univ, Fintype.card_perm, nsmul_eq_mul]
    _ = ∑ σ : Perm n, ∑ f : n → m, (A.submatrix id f).permanent * ∏ i, B (f (σ i)) i :=
        Finset.sum_congr rfl fun σ _ => (key σ).symm
    _ = _ := by
        rw [Finset.sum_comm]
        refine Finset.sum_congr rfl fun f _ => ?_
        rw [← Finset.mul_sum]
        rfl
```

The auxiliary statement `key` is the formula for one fixed $\sigma$, and the `calc` block carries out the sum over $\sigma$. The factor $N!$ stays on the left because it need not be invertible in $R$.

## From assignments to occupation numbers

The maps $f$ label the particles, whereas a Fock state records only how many are in each mode. The occupation of mode $k$ is

$$s_k=|\{i\in n: f(i)=k\}|.$$

```lean
/-- The number of particles that the assignment `f` puts into mode `k`. -/
def occupation (f : n → m) (k : m) : ℕ := Fintype.card {i // f i = k}
```

The normalisation of a bosonic state involves the product $w(s)=\prod_k s_k!$.

```lean
/-- The product of the factorials of the occupation numbers. -/
def symmetryFactor (s : m → ℕ) : ℕ := ∏ k, (s k)!
```

A Fock state is represented by an occupation pattern $s$ that some assignment of the particles realises. The particle number is therefore fixed at $N$. Conversely, every pattern with $\sum_k s_k=N$ is realised, by putting $s_k$ of the particles into each mode $k$. The type `FockState n m` contains these patterns as basis labels; it doesn't contain superpositions.

```lean
/-- The occupation patterns of the modes `m` realised by the particles `n`. -/
abbrev FockState (n m : Type*) [Fintype n] [DecidableEq m] :=
  Set.range (occupation : (n → m) → m → ℕ)
```

Every assignment determines such a pattern.

```lean
/-- The Fock state of an assignment of particles to modes. -/
def configuration (f : n → m) : FockState n m := ⟨occupation f, f, rfl⟩
```

In the other direction, `modes s` picks one assignment with the occupations $s$. The choice is arbitrary, so its irrelevance to the amplitudes has to be proved.

```lean
/-- A chosen assignment of particles to modes with the occupations of `s`. -/
def modes (s : FockState n m) : n → m := Set.rangeSplitting occupation s
```

Suppose that $f$ and $g$ have the same occupations. For each mode $k$, the sets $f^{-1}(k)$ and $g^{-1}(k)$ then have equal size, and there is a bijection between them. Together these bijections form a permutation $\sigma$ of the particles with $f=g\circ\sigma$.

```lean
omit [DecidableEq n] [Fintype m] in
/-- Two assignments with the same occupation numbers differ by a permutation of the particles. -/
theorem exists_relabel {f g : n → m} (h : occupation f = occupation g) :
    ∃ σ : Perm n, f = g ∘ σ := by
  let e : ∀ k, {i // f i = k} ≃ {i // g i = k} := fun k => Fintype.equivOfCardEq (congrFun h k)
  refine ⟨(Equiv.sigmaFiberEquiv f).symm.trans
    ((Equiv.sigmaCongrRight e).trans (Equiv.sigmaFiberEquiv g)), ?_⟩
  funext i
  exact ((e (f i) ⟨i, rfl⟩).2).symm
```

Now fix $g$ with occupations $s$ and count the assignments that share them. Each permutation $\sigma$ produces such an assignment, $g\circ\sigma$, and by the previous step every one of them arises. If $f=g\circ\tau$, then

$$g\circ\sigma=f\quad\Longleftrightarrow\quad g\circ(\sigma\tau^{-1})=g.$$

The permutations that fix $g$ are those that permute the particles within each mode, and there are $w(s)$ of them. Each assignment is thus produced $w(s)$ times, and

$$|\{f:f\text{ has occupations }s\}|\;w(s)=N!.$$

```lean
/-- The number of assignments with the occupations of `g`, times the product of the factorials
of these occupations, is the factorial of the particle number. -/
theorem card_assignments (g : n → m) :
    (Finset.univ.filter fun f : n → m => occupation f = occupation g).card *
      symmetryFactor (occupation g) = (Fintype.card n)! := by
  have fib : ∀ f ∈ Finset.univ.filter (fun f : n → m => occupation f = occupation g),
      (Finset.univ.filter fun σ : Perm n => g ∘ σ = f).card = symmetryFactor (occupation g) := by
    intro f hf
    obtain ⟨τ, rfl⟩ := exists_relabel (Finset.mem_filter.1 hf).2
    refine Eq.trans ?_ ((Fintype.card_subtype _).symm.trans (DomMulAct.stabilizer_card g))
    refine Finset.card_equiv (Equiv.mulRight τ⁻¹) fun σ => ?_
    simp only [Finset.mem_filter, Finset.mem_univ, true_and, Equiv.coe_mulRight]
    constructor
    · intro h
      funext i
      simpa using congrFun h (τ⁻¹ i)
    · intro h
      funext i
      simpa using congrFun h (τ i)
  -- sort the permutations by the assignment they produce from `g`
  have h := Finset.card_eq_sum_card_fiberwise (s := (Finset.univ : Finset (Perm n)))
    (f := fun σ : Perm n => g ∘ σ)
    (t := Finset.univ.filter fun f : n → m => occupation f = occupation g) (by
      intro σ _
      simp only [Finset.coe_filter, Finset.mem_univ, true_and, Set.mem_ofPred_eq]
      funext k
      exact Fintype.card_congr (σ.subtypeEquiv fun i => Iff.rfl))
  rw [Finset.sum_congr rfl fib, Finset.sum_const, smul_eq_mul, Finset.card_univ,
    Fintype.card_perm] at h
  exact h.symm
```

Here `fib` is the count for one assignment, with `DomMulAct.stabilizer_card` supplying the number of permutations that fix $g$. `Finset.card_eq_sum_card_fiberwise` then sorts all permutations by the assignment that they produce.

## Each intermediate Fock state counted once

Let the entries now lie in a field of characteristic zero, where factorials can be divided out. For a Fock state $u$, write $A_{\cdot,u}$ and $B_{u,\cdot}$ for the matrices built with the chosen assignment `modes u`. Any other assignment with the same occupations permutes the columns of the first and the rows of the second, so the product of their permanents stays the same. There are $N!/w(u)$ equal terms, and hence

$$N!\operatorname{perm}(AB)=\sum_u\frac{N!}{w(u)}\operatorname{perm}(A_{\cdot,u})\operatorname{perm}(B_{u,\cdot}).$$

Cancelling $N!$ leaves the weight $1/w(u)$.

```lean
/-- Cauchy-Binet formula in occupation numbers: each intermediate Fock state enters once,
divided by the product of the factorials of its occupations. -/
theorem permanent_mul_occupations {K : Type*} [Field K] [CharZero K]
    (A : Matrix n m K) (B : Matrix m n K) :
    (A * B).permanent = ∑ u : FockState n m, (A.submatrix id (modes u)).permanent *
      (B.submatrix (modes u) id).permanent / (symmetryFactor u.1 : K) := by
  have hN : ((Fintype.card n)! : K) ≠ 0 := Nat.cast_ne_zero.2 (Nat.factorial_ne_zero _)
  apply mul_left_cancel₀ hN
  rw [factorial_mul_permanent_mul,
    ← Finset.sum_fiberwise Finset.univ (configuration (n := n) (m := m)), Finset.mul_sum]
  refine Finset.sum_congr rfl fun u _ => ?_
  have hu : occupation (modes u) = u.1 := Set.apply_rangeSplitting occupation u
  -- the summand depends only on the occupations
  have hF : ∀ f ∈ Finset.univ.filter (fun f : n → m => configuration f = u),
      (A.submatrix id f).permanent * (B.submatrix f id).permanent =
      (A.submatrix id (modes u)).permanent * (B.submatrix (modes u) id).permanent := by
    intro f hf
    obtain ⟨σ, rfl⟩ := exists_relabel
      ((congrArg Subtype.val (Finset.mem_filter.1 hf).2).trans hu.symm)
    exact congrArg₂ (· * ·)
      (permanent_relabel (A.submatrix id (modes u)) (Equiv.refl n) σ)
      (permanent_relabel (B.submatrix (modes u) id) σ (Equiv.refl n))
  have hs : Finset.univ.filter (fun f : n → m => configuration f = u) =
      Finset.univ.filter (fun f : n → m => occupation f = u.1) := by
    ext f
    simp [configuration, Subtype.ext_iff]
  have hc := card_assignments (modes u)
  rw [hu] at hc
  have hw : (symmetryFactor u.1 : K) ≠ 0 :=
    Nat.cast_ne_zero.2 (Finset.prod_ne_zero_iff.2 fun k _ => Nat.factorial_ne_zero _)
  rw [Finset.sum_congr rfl hF, Finset.sum_const, nsmul_eq_mul, hs, ← hc, Nat.cast_mul]
  field_simp
```

`Finset.sum_fiberwise` groups the assignments by Fock state, `hF` shows that the terms in a group are equal, and `card_assignments` gives their number.

## Normalised amplitudes

Let $b_k^\dagger$ create a boson in mode $k$, and let a network with one-particle matrix $U$ replace $b_l^\dagger$ by $\sum_k U_{k,l}b_k^\dagger$. The normalised Fock state is $|s\rangle=\Big(\prod_k (b_k^\dagger)^{s_k}/\sqrt{s_k!}\Big)|0\rangle$. Contracting the annihilators of the outgoing state $s$ with the transformed creators of the incoming state $t$ in every possible way gives a permanent, and the amplitude is

$$\mathcal A_U(s,t)=\frac{\operatorname{perm}(U_{s,t})}{\sqrt{w(s)\,w(t)}},$$

where $U_{s,t}$ has entries $U_{f(i),g(j)}$ for assignments $f$ and $g$ with occupations $s$ and $t$. The file takes this expression as its definition and contains no creation operators.

```lean
/-- The boson amplitude between the Fock states `s` and `t` for the one-particle matrix `U`. -/
def amplitude (U : Matrix m m ℂ) (s t : FockState n m) : ℂ :=
  (U.submatrix (modes s) (modes t)).permanent /
    ((Real.sqrt (symmetryFactor s.1) * Real.sqrt (symmetryFactor t.1) : ℝ) : ℂ)
```

The matrix $U$ is an arbitrary complex square matrix on the modes. Unitarity is what makes it describe a lossless network, but the composition law needs no such hypothesis.

Changing the assignments only permutes the rows and columns of $U_{s,t}$, so any $f$ and $g$ with the right occupations give the same amplitude.

```lean
/-- The amplitude between the Fock states of the assignments `f` and `g` is the permanent of the
matrix with entries `U (f i) (g j)`, divided by the square roots of the two symmetry factors. -/
theorem amplitude_configuration (U : Matrix m m ℂ) (f g : n → m) :
    amplitude U (configuration f) (configuration g) = (U.submatrix f g).permanent /
      ((Real.sqrt (symmetryFactor (occupation f)) *
        Real.sqrt (symmetryFactor (occupation g)) : ℝ) : ℂ) := by
  obtain ⟨σ, hσ⟩ := exists_relabel (f := modes (configuration f)) (g := f)
    (Set.apply_rangeSplitting occupation (configuration f))
  obtain ⟨τ, hτ⟩ := exists_relabel (f := modes (configuration g)) (g := g)
    (Set.apply_rangeSplitting occupation (configuration g))
  unfold amplitude
  rw [hσ, hτ]
  exact congrArg (· / _) (permanent_relabel (U.submatrix f g) σ τ)
```

## Two networks in sequence

For the product $UV$, the network $V$ acts first in this convention. The selected matrix factorises as $(UV)_{s,t}=U_{s,\cdot}V_{\cdot,t}$, with the intermediate index running over all modes. The formula in occupation numbers therefore gives

$$\mathcal A_{UV}(s,t)=\frac{1}{\sqrt{w(s)w(t)}}\sum_u
\frac{\operatorname{perm}(U_{s,u})\operatorname{perm}(V_{u,t})}{w(u)}.$$

Writing $w(u)=\sqrt{w(u)}\sqrt{w(u)}$ gives each stage one of the two roots:

$$\mathcal A_{UV}(s,t)=\sum_u\mathcal A_U(s,u)\,\mathcal A_V(u,t).$$

```lean
/-- Composition law: the amplitude of two networks in sequence is the sum over all
intermediate Fock states of the products of the amplitudes. -/
theorem amplitude_mul (U V : Matrix m m ℂ) (s t : FockState n m) :
    amplitude (U * V) s t = ∑ u : FockState n m, amplitude U s u * amplitude V u t := by
  have hmul : (U * V).submatrix (modes s) (modes t) =
      U.submatrix (modes s) id * V.submatrix id (modes t) := by
    ext i j
    simp [Matrix.mul_apply]
  unfold amplitude
  rw [hmul, permanent_mul_occupations, Finset.sum_div]
  refine Finset.sum_congr rfl fun u _ => ?_
  -- the weight of the intermediate state is shared between the two amplitudes
  have hsq : ((Real.sqrt (symmetryFactor u.1) : ℝ) : ℂ) * (Real.sqrt (symmetryFactor u.1) : ℝ) =
      (symmetryFactor u.1 : ℂ) := by
    rw [← Complex.ofReal_mul, Real.mul_self_sqrt (Nat.cast_nonneg _), Complex.ofReal_natCast]
  rw [← hsq]
  simp only [Matrix.submatrix_submatrix, Function.comp_id, Function.id_comp, Complex.ofReal_mul]
  ring

end

end BosonComposition
```

In the proof, `hmul` is the factorisation of the selected matrix and `hsq` is the splitting of the weight; `ring` then matches the factors. The theorem adds amplitudes, not probabilities, so interference between different intermediate Fock states is retained. It describes coherent evolution at fixed particle number, without interactions between the bosons or a measurement between the stages.

```lean
#print axioms BosonComposition.amplitude_configuration
#print axioms BosonComposition.amplitude_mul
```

```
'BosonComposition.amplitude_configuration' depends on axioms: [propext, Classical.choice, Quot.sound]
'BosonComposition.amplitude_mul' depends on axioms: [propext, Classical.choice, Quot.sound]
```
